# On finitely many levels, the static response of a Gibbs average to a perturbation that commutes with the Hamiltonian is $-b$ times a covariance

Take a magnetic moment with two states, of moment $m$ and $-m$, in a field $h$. Their energies are $-hm$ and $hm$, and at inverse temperature $b$ the mean moment is

$$\langle M\rangle_h=\frac{m e^{bhm}-m e^{-bhm}}{e^{bhm}+e^{-bhm}}=m\tanh(bhm).$$

Its derivative in $h$ is $b\,m^2\left(1-\tanh^2(bhm)\right)=b\left(\langle M^2\rangle_h-\langle M\rangle_h^2\right)$. The field changes only the Boltzmann weights, and the response is $b$ times the variance of the moment at that field.

## From Boltzmann weights to the covariance

Let the levels in a field $s$ be $E_i+sB_i$, with $i$ in a finite nonempty set and $b$ a fixed real number. The numbers $E_i$ and $B_i$, and the values of the observables below, do not depend on $s$. Write $w_i(s)=e^{-b(E_i+sB_i)}$ and, for an observable with values $X_i$,

$$Z=\sum_i w_i,\qquad N_X=\sum_i X_i w_i,\qquad \langle X\rangle=\frac{N_X}{Z}.$$

Every $w_i$ is positive, so $Z>0$. The covariance is the average product of deviations. With $a=\langle A\rangle$ and $c=\langle B\rangle$,

$$\mathrm{Cov}(A,B)=\langle (A-a)(B-c)\rangle=\langle AB\rangle-ca-ac+ac=\langle AB\rangle-\langle A\rangle\langle B\rangle.$$

Since $w_i'=-bB_iw_i$, we have $N_A'=-bN_{AB}$ and $Z'=-bN_B$. The quotient rule gives

$$\frac{d\langle A\rangle}{ds}=\frac{N_A'Z-N_AZ'}{Z^2}=-b\left(\frac{N_{AB}}{Z}-\frac{N_A}{Z}\frac{N_B}{Z}\right)=-b\,\mathrm{Cov}(A,B),$$

with everything on the right taken at the same $s$.

With a single level, $\langle A\rangle$ is constant in $s$, and both sides vanish.

For a system with finitely many states and a perturbation that commutes with the Hamiltonian, the static susceptibility at constant temperature can therefore be estimated from equilibrium fluctuations, without changing the field.

## Levels, averages and the field in Lean

The type `ι` labels the states; degenerate states carry separate labels.

```lean
import Mathlib

namespace StaticLinearResponse

noncomputable section

variable {ι : Type*} [Fintype ι]
```

Here `b` stands for $1/(k_BT)$, though any real value is allowed unless a theorem says otherwise.

```lean
/-- The partition function of the levels `E` at inverse temperature `b`. -/
def partitionFn (b : ℝ) (E : ι → ℝ) : ℝ := ∑ i, Real.exp (-b * E i)
```

An observable is a real function on the labels, as is a set of energies. In quantum terms, the Hamiltonian, the perturbation and the observable are diagonal in one common basis.

```lean
/-- The Gibbs average of the observable `A` over the levels `E`, for a nonempty set of levels. -/
def avg (b : ℝ) (E A : ι → ℝ) : ℝ :=
  (∑ i, A i * Real.exp (-b * E i)) / partitionFn b E
```

The covariance is defined by deviations from the mean, so the response formula is not built into it.

```lean
/-- The Gibbs covariance of `A` and `B`: the average product of their deviations from the mean,
for a nonempty set of levels. -/
def cov (b : ℝ) (E A B : ι → ℝ) : ℝ :=
  avg b E (fun i => (A i - avg b E A) * (B i - avg b E B))
```

The field enters linearly, with a plus sign. A magnetic field that lowers the energy of an aligned moment thus corresponds to $B=-M$.

```lean
/-- The levels `E i + s * B i` in a static field `s` coupled to the observable `B`. -/
def perturbed (E B : ι → ℝ) (s : ℝ) : ι → ℝ := fun i => E i + s * B i
```

## The response formula

Positivity of $Z$ needs at least one level, which is the role of `[Nonempty ι]`.

```lean
/-- The partition function of a finite nonempty set of levels is positive. -/
theorem partitionFn_pos [Nonempty ι] (b : ℝ) (E : ι → ℝ) : 0 < partitionFn b E :=
  Finset.sum_pos (fun _ _ => Real.exp_pos _) Finset.univ_nonempty
```

In the next proof, `key` expands the product of deviations under the sum for arbitrary constants $a$ and $c$; the two means are then inserted, the denominator $Z$ is cleared, and `ring` finishes the proof.

```lean
/-- On a finite nonempty set of levels, the covariance is the average of the product minus the
product of the averages. -/
theorem cov_eq [Nonempty ι] (b : ℝ) (E A B : ι → ℝ) :
    cov b E A B = avg b E (fun i => A i * B i) - avg b E A * avg b E B := by
  have hZ : partitionFn b E ≠ 0 := (partitionFn_pos b E).ne'
  have hA : ∑ i, A i * Real.exp (-b * E i) = avg b E A * partitionFn b E :=
    (div_mul_cancel₀ _ hZ).symm
  have hB : ∑ i, B i * Real.exp (-b * E i) = avg b E B * partitionFn b E :=
    (div_mul_cancel₀ _ hZ).symm
  -- expand the product of deviations under the sum
  have key : ∀ a c : ℝ, ∑ i, (A i - a) * (B i - c) * Real.exp (-b * E i)
      = ∑ i, A i * B i * Real.exp (-b * E i) - c * ∑ i, A i * Real.exp (-b * E i)
        - a * ∑ i, B i * Real.exp (-b * E i) + a * c * partitionFn b E := by
    intro a c
    simp only [partitionFn, Finset.mul_sum, ← Finset.sum_sub_distrib,
      ← Finset.sum_add_distrib]
    apply Finset.sum_congr rfl
    intro i _
    ring
  change (∑ i, (A i - avg b E A) * (B i - avg b E B) * Real.exp (-b * E i)) / partitionFn b E
    = (∑ i, A i * B i * Real.exp (-b * E i)) / partitionFn b E - avg b E A * avg b E B
  rw [key, hA, hB, div_eq_iff hZ, sub_mul, div_mul_cancel₀ _ hZ]
  ring
```

The following lemma is $N_A'=-bN_{AB}$, proved term by term with the chain rule for the exponential.

```lean
/-- Differentiating a Boltzmann-weighted sum with respect to the field brings down a factor
`-b * B i` in each term. -/
theorem hasDerivAt_weightedSum (b : ℝ) (E A B : ι → ℝ) (s : ℝ) :
    HasDerivAt (fun t => ∑ i, A i * Real.exp (-b * perturbed E B t i))
      (-b * ∑ i, A i * B i * Real.exp (-b * perturbed E B s i)) s := by
  rw [Finset.mul_sum]
  apply HasDerivAt.fun_sum
  intro i _
  have h : HasDerivAt (fun t => -b * perturbed E B t i) (-b * (1 * B i)) s :=
    (((hasDerivAt_id' s).mul_const (B i)).const_add (E i)).const_mul (-b)
  exact (h.exp.const_mul (A i)).congr_deriv (by ring)
```

`HasDerivAt` says that the average is differentiable at `s` with the stated derivative. The proof obtains $Z'$ by setting $A=1$ in the lemma above, applies the quotient rule, and uses `alg` for the final rearrangement.

```lean
/-- Static linear response: for finitely many levels `E i + s * B i`, at least one, the Gibbs
average of `A` has derivative `-b * Cov(A, B)` in `s`, with the covariance taken at the same
field `s`. -/
theorem static_response [Nonempty ι] (b : ℝ) (E A B : ι → ℝ) (s : ℝ) :
    HasDerivAt (fun t => avg b (perturbed E B t) A)
      (-b * cov b (perturbed E B s) A B) s := by
  have hne : partitionFn b (perturbed E B s) ≠ 0 := (partitionFn_pos b _).ne'
  have hN := hasDerivAt_weightedSum b E A B s
  -- the partition function is the weighted sum of the constant observable 1
  have hZ : HasDerivAt (fun t => partitionFn b (perturbed E B t))
      (-b * ∑ i, B i * Real.exp (-b * perturbed E B s i)) s := by
    have h := hasDerivAt_weightedSum b E (fun _ => 1) B s
    simp only [one_mul] at h
    exact h
  -- quotient rule
  have h : HasDerivAt (fun t => avg b (perturbed E B t) A) _ s := hN.fun_div hZ hne
  have alg : ∀ x y z w : ℝ, w ≠ 0 →
      ((-b * x) * w - y * (-b * z)) / w ^ 2 = -b * (x / w - y / w * (z / w)) := by
    intro x y z w hw
    field_simp
    ring
  refine h.congr_deriv ?_
  rw [cov_eq]
  exact alg _ _ _ _ hne
```

This is an equilibrium statement: each field value has its own Gibbs distribution at the same `b`. Time-dependent response is not treated.

If $E$ and $B$ were modelled as Hermitian matrices that need not commute, the ordinary covariance would in general give way to the Kubo correlation, which averages over imaginary time. It reduces to the covariance when the two commute.

## Reciprocity and monotonic response

At zero field both perturbed spectra equal `E`, and the covariance is symmetric in its two observables. The two cross-responses therefore agree.

```lean
/-- Reciprocity: on a finite nonempty set of levels, the zero-field response of `A` to a field
coupled to `B` equals the zero-field response of `B` to a field coupled to `A`. -/
theorem response_reciprocity [Nonempty ι] (b : ℝ) (E A B : ι → ℝ) :
    deriv (fun s => avg b (perturbed E B s) A) 0
      = deriv (fun s => avg b (perturbed E A s) B) 0 := by
  have h0 : ∀ C : ι → ℝ, perturbed E C 0 = E := by
    intro C
    funext i
    simp [perturbed]
  have hc : cov b E A B = cov b E B A := by
    unfold cov
    congr 1
    funext i
    ring
  rw [(static_response b E A B 0).deriv, (static_response b E B A 0).deriv, h0, h0, hc]
```

If $B$ takes two different values, at least one $B_k$ differs from the mean. Its squared deviation has positive weight and no other term is negative, so the variance is positive.

```lean
/-- An observable that takes at least two different values on the levels has positive Gibbs
variance. -/
theorem cov_self_pos (b : ℝ) (E B : ι → ℝ) (hB : ∃ i j, B i ≠ B j) :
    0 < cov b E B B := by
  obtain ⟨i, j, hij⟩ := hB
  have : Nonempty ι := ⟨i⟩
  -- some level deviates from the mean
  have hk : ∃ k, B k ≠ avg b E B := by
    by_cases hi : B i = avg b E B
    · exact ⟨j, fun hj => hij (hi.trans hj.symm)⟩
    · exact ⟨i, hi⟩
  obtain ⟨k, hk⟩ := hk
  exact div_pos
    (Finset.sum_pos' (fun l _ => mul_nonneg (mul_self_nonneg _) (Real.exp_pos _).le)
      ⟨k, Finset.mem_univ k,
        mul_pos (mul_self_pos.2 (sub_ne_zero.2 hk)) (Real.exp_pos _)⟩)
    (partitionFn_pos b E)
```

For $b>0$ the derivative of $\langle B\rangle$ is then negative at every $s$, so $\langle B\rangle$ strictly decreases over the whole range of fields, large ones included.

```lean
/-- At positive `b`, the Gibbs average of an observable `B` that is not constant on the levels
strictly decreases as the field `s` in `E i + s * B i` grows. -/
theorem avg_strictAnti (b : ℝ) (hb : 0 < b) (E B : ι → ℝ) (hB : ∃ i j, B i ≠ B j) :
    StrictAnti (fun s => avg b (perturbed E B s) B) := by
  have : Nonempty ι := ⟨hB.choose⟩
  apply strictAnti_of_deriv_neg
  intro s
  rw [(static_response b E B B s).deriv]
  have h := mul_pos hb (cov_self_pos b (perturbed E B s) B hB)
  linarith
```

## Curie's law for one two-state moment

For the opening example, $E=0$, $A=(m,-m)$ and $B=(-m,m)$. At zero field both means vanish and $\mathrm{Cov}(A,B)=-m^2$, so the susceptibility is $b\,m^2$, inversely proportional to temperature. The theorem concerns a single moment, with no interactions.

```lean
/-- Curie's law for a two-state moment: with magnetic moments `m` and `-m` and levels `-h * m`
and `h * m` in a field `h`, the zero-field susceptibility is `b * m ^ 2`. -/
theorem curie_law (b m : ℝ) :
    HasDerivAt (fun h => avg b (perturbed (fun _ : Fin 2 => 0) ![-m, m] h) ![m, -m])
      (b * m ^ 2) 0 := by
  have hc : cov b (perturbed (fun _ : Fin 2 => 0) ![-m, m] 0) ![m, -m] ![-m, m]
      = -m ^ 2 := by
    rw [cov_eq]
    simp [avg, partitionFn, perturbed, Fin.sum_univ_two]
    ring
  refine (static_response b (fun _ : Fin 2 => 0) ![m, -m] ![-m, m] 0).congr_deriv ?_
  rw [hc]
  ring

end

end StaticLinearResponse
```

```lean
#print axioms StaticLinearResponse.static_response
#print axioms StaticLinearResponse.response_reciprocity
#print axioms StaticLinearResponse.avg_strictAnti
#print axioms StaticLinearResponse.curie_law
```

```
'StaticLinearResponse.static_response' depends on axioms: [propext, Classical.choice, Quot.sound]
'StaticLinearResponse.response_reciprocity' depends on axioms: [propext, Classical.choice, Quot.sound]
'StaticLinearResponse.avg_strictAnti' depends on axioms: [propext, Classical.choice, Quot.sound]
'StaticLinearResponse.curie_law' depends on axioms: [propext, Classical.choice, Quot.sound]
```
